# DKH energies of a coupled two-level model lie alternately above and below the exact level

Take the Hamiltonian
$$H(t)=\begin{pmatrix}1&t\\t&-1\end{pmatrix}$$
with real coupling $t\neq0$, and set $x=t^2$. Its upper eigenvalue $E$ stands for an electronic level, its lower one for a negative-energy level. Let $T_n(x)$ be the Douglas–Kroll–Hess (DKH) energy of order $2n$ in $t$, that is, the power series of $E$ cut off after $x^n$. I find
$$T_1=1+\tfrac{x}{2},\qquad T_2=T_1-\tfrac{x^2}{8},\qquad T_4=T_2+\tfrac{x^3}{16}-\tfrac{5x^4}{128}.$$
Order two seems to lie above $E$ and order four below it, at every coupling. For $x>8/5$, order eight seems to lie lower still. So the orders would not be variational, since they do not all bound $E$ from the same side, and a higher order could be the worse one. Can this be made rigorous, preferably for all orders, and checked in Lean?

## Every truncation error has a definite sign

Define the coefficients by
$$c_0=1,\qquad c_{n+1}=\frac{1-2n}{2(n+1)}\,c_n,\qquad T_n(x)=\sum_{k=0}^{n}c_kx^k .$$
The index $n$ counts powers of $x$, so $T_n$ has order $2n$ in the coupling. Energies are in units of half the gap between the uncoupled levels.

Your observations hold, and they extend to all $n$: for $t\ne0$, $T_n$ lies below $E$ when $n$ is even and above it when $n$ is odd.

### From the secular equation to the threshold

**The exact level.** The eigenvalue equations are $v_0+tv_1=Ev_0$ and $tv_0-v_1=Ev_1$. A nonzero solution requires $(1-E)(-1-E)-t^2=0$, so $E^2=1+t^2$. The upper level is $s=\sqrt{1+t^2}$, with normalised eigenvector $(1+s,\,t)/\sqrt{2s(1+s)}$.

**A differential equation for the truncation.** The function $\sqrt{1+x}$ satisfies $2(1+x)f'=f$, and comparing powers of $x$ gives the recursion above, in the form $2(k+1)c_{k+1}=(1-2k)c_k$. For the truncated sum,
$$2(1+x)T_n'=\sum_{k=0}^{n-1}(1-2k)c_kx^k+\sum_{k=0}^{n}2k\,c_kx^k=T_n-(1-2n)c_nx^n .$$
Only the highest retained power spoils the equation.

**The sign of the error.** By the quotient rule,
$$\frac{d}{dx}\frac{T_n}{\sqrt{1+x}}=\frac{2(1+x)T_n'-T_n}{2(1+x)^{3/2}}=-\frac{(1-2n)c_nx^n}{2(1+x)^{3/2}} .$$
Put $b_n=(1-2n)c_n$. Then $b_0=1$ and $b_{n+1}=-\frac{2n+1}{2(n+1)}b_n$, so $(-1)^nb_n>0$. Hence $(-1)^nT_n/\sqrt{1+x}$ decreases strictly for $x\ge0$. It starts at $(-1)^n$, and therefore
$$(-1)^n\left(\sqrt{1+x}-T_n(x)\right)>0\qquad(x>0).$$

**The size of the error.** The errors of $T_n$ and $T_{n+1}=T_n+c_{n+1}x^{n+1}$ have opposite signs, so $E$ lies strictly between the two. This gives $|E-T_n|<|c_{n+1}|x^{n+1}$.

**When a higher order lies lower.** Since $c_{n+2}=-\frac{2n+1}{2(n+2)}c_{n+1}$,
$$T_n-T_{n+2}=c_{n+1}x^{n+1}\left(\frac{(2n+1)x}{2(n+2)}-1\right).$$
For even $n$, $c_{n+1}=b_n/(2(n+1))>0$. Hence $T_{n+2}<T_n$ exactly when $x>2(n+2)/(2n+1)$, and $n=2$ gives $8/5$. Both energies are then below $E$, so the higher order has the larger error.

The threshold equals $1+3/(2n+1)$ and always exceeds 1. For $t^2\le1$, where the series converges, the energies with even $n$ therefore do not fall as the order rises by four.

### The Lean file

```lean
import Mathlib

open Matrix

namespace DKHOrdersNotVariational

noncomputable section

/-- The two-level model Hamiltonian with diagonal energies `1` and `-1` and odd coupling `t`. -/
def hamiltonian (t : ℝ) : Matrix (Fin 2) (Fin 2) ℝ := !![1, t; t, -1]

/-- The set of energy levels (eigenvalues) of the model Hamiltonian. -/
def levels (t : ℝ) : Set ℝ :=
  {E | ∃ v : Fin 2 → ℝ, v ≠ 0 ∧ hamiltonian t *ᵥ v = E • v}

/-- The coefficients of the energy series in `x = t ^ 2`, given by their recursion. -/
def coeff : ℕ → ℝ
  | 0 => 1
  | n + 1 => (1 - 2 * (n : ℝ)) / (2 * ((n : ℝ) + 1)) * coeff n

/-- The energy truncated at order `2 n` in the coupling `t`, as a function of `x = t ^ 2`. -/
def truncE (n : ℕ) (x : ℝ) : ℝ := ∑ k ∈ Finset.range (n + 1), coeff k * x ^ k

/-- The upper level of the model Hamiltonian is `√(1 + t ^ 2)`. -/
theorem upper_level (t : ℝ) : IsGreatest (levels t) (√(1 + t ^ 2)) := by
  have hmul : ∀ v : Fin 2 → ℝ,
      hamiltonian t *ᵥ v = ![v 0 + t * v 1, t * v 0 - v 1] := by
    intro v
    ext i
    fin_cases i <;> simp [hamiltonian, mulVec, dotProduct, Fin.sum_univ_two]
    ring
  constructor
  · have hs := Real.sq_sqrt (show 0 ≤ 1 + t ^ 2 by positivity)
    refine ⟨![1 + √(1 + t ^ 2), t], ?_, ?_⟩
    · intro h
      have h0 : 1 + √(1 + t ^ 2) = 0 := congrFun h 0
      linarith [Real.sqrt_nonneg (1 + t ^ 2)]
    · rw [hmul]
      ext i
      fin_cases i
      · change 1 + √(1 + t ^ 2) + t * t = √(1 + t ^ 2) * (1 + √(1 + t ^ 2))
        linear_combination -hs
      · change t * (1 + √(1 + t ^ 2)) - t = √(1 + t ^ 2) * t
        ring
  · rintro E ⟨v, hv, h⟩
    rw [hmul] at h
    have h0 : v 0 + t * v 1 = E * v 0 := congrFun h 0
    have h1 : t * v 0 - v 1 = E * v 1 := congrFun h 1
    -- the secular equation
    have hE : E ^ 2 = 1 + t ^ 2 := by
      by_contra hne
      have hne' := sub_ne_zero.2 hne
      have a0 : v 0 = 0 := (mul_eq_zero.1 (show (E ^ 2 - (1 + t ^ 2)) * v 0 = 0 by
        linear_combination (-(E + 1)) * h0 - t * h1)).resolve_left hne'
      have a1 : v 1 = 0 := (mul_eq_zero.1 (show (E ^ 2 - (1 + t ^ 2)) * v 1 = 0 by
        linear_combination (1 - E) * h1 - t * h0)).resolve_left hne'
      apply hv
      ext i
      fin_cases i
      · exact a0
      · exact a1
    exact (le_abs_self E).trans (Real.abs_le_sqrt hE.le)

lemma coeff_succ (n : ℕ) :
    2 * ((n : ℝ) + 1) * coeff (n + 1) = (1 - 2 * (n : ℝ)) * coeff n := by
  rw [coeff]
  field_simp

lemma coeff_sign (n : ℕ) : 0 < (-1 : ℝ) ^ n * ((1 - 2 * (n : ℝ)) * coeff n) := by
  induction n with
  | zero => simp [coeff]
  | succ n ih =>
    have e : (-1 : ℝ) ^ (n + 1) * ((1 - 2 * ((n + 1 : ℕ) : ℝ)) * coeff (n + 1))
        = (-1 : ℝ) ^ n * ((1 - 2 * (n : ℝ)) * coeff n)
          * ((2 * (n : ℝ) + 1) / (2 * ((n : ℝ) + 1))) := by
      rw [coeff]
      push_cast
      ring
    rw [e]
    exact mul_pos ih (by positivity)

lemma truncE_succ (n : ℕ) (x : ℝ) :
    truncE (n + 1) x = truncE n x + coeff (n + 1) * x ^ (n + 1) :=
  Finset.sum_range_succ _ _

/-- Each truncated energy obeys the differential equation of `√(1 + x)` up to a single
term of the highest retained power. -/
theorem truncE_hasDerivAt (n : ℕ) {x : ℝ} (hx : -1 < x) :
    HasDerivAt (truncE n)
      ((truncE n x - (1 - 2 * (n : ℝ)) * coeff n * x ^ n) / (2 * (1 + x))) x := by
  have hne : 2 * (1 + x) ≠ 0 := by linarith
  induction n with
  | zero =>
    have h : truncE 0 = fun _ => (1 : ℝ) := by
      funext y
      simp [truncE, coeff]
    rw [h]
    exact (hasDerivAt_const x (1 : ℝ)).congr_deriv (by simp [coeff])
  | succ n ih =>
    have h := ih.fun_add ((hasDerivAt_pow (n + 1) x).const_mul (coeff (n + 1)))
    rw [truncE_succ, show truncE (n + 1) = fun y => truncE n y + coeff (n + 1) * y ^ (n + 1)
      from funext (truncE_succ n)]
    refine h.congr_deriv ?_
    rw [Nat.add_sub_cancel, eq_div_iff hne, add_mul, div_mul_cancel₀ _ hne]
    push_cast
    linear_combination x ^ n * coeff_succ n

lemma ratio_hasDerivAt (n : ℕ) {x : ℝ} (hx : -1 < x) :
    HasDerivAt (fun y => truncE n y / √(1 + y))
      (-((1 - 2 * (n : ℝ)) * coeff n * x ^ n) / (2 * √(1 + x) ^ 3)) x := by
  have hp : 0 < 1 + x := by linarith
  have key : ∀ s u T r : ℝ, 0 < s → u = s ^ 2 →
      ((T - r) / (2 * u) * s - T * (1 / (2 * s))) / s ^ 2 = -r / (2 * s ^ 3) := by
    intro s u T r hs hu
    subst hu
    field_simp
    ring
  have hs : HasDerivAt (fun y : ℝ => √(1 + y)) (1 / (2 * √(1 + x))) x :=
    ((hasDerivAt_id' x).const_add 1).sqrt hp.ne'
  exact ((truncE_hasDerivAt n hx).fun_div hs (Real.sqrt_pos.2 hp).ne').congr_deriv
    (key _ _ _ _ (Real.sqrt_pos.2 hp) (Real.sq_sqrt hp.le).symm)

/-- For `x > 0` the difference `√(1 + x)` minus the truncated energy has the sign `(-1) ^ n`. -/
theorem error_sign (n : ℕ) {x : ℝ} (hx : 0 < x) :
    0 < (-1 : ℝ) ^ n * (√(1 + x) - truncE n x) := by
  -- the signed ratio of truncated to exact energy decreases strictly from its value at zero
  have anti : StrictAntiOn (fun y => (-1 : ℝ) ^ n * (truncE n y / √(1 + y))) (Set.Ici 0) := by
    apply strictAntiOn_of_deriv_neg (convex_Ici 0)
    · intro y hy
      have hy' : (0 : ℝ) ≤ y := hy
      exact ((ratio_hasDerivAt n (by linarith)).const_mul _).continuousAt.continuousWithinAt
    · intro y hy
      rw [interior_Ici] at hy
      have hy' : (0 : ℝ) < y := hy
      have hs : 0 < √(1 + y) := Real.sqrt_pos.2 (by linarith)
      rw [((ratio_hasDerivAt n (by linarith)).const_mul ((-1 : ℝ) ^ n)).deriv]
      have h := mul_pos (coeff_sign n) (show 0 < y ^ n / (2 * √(1 + y) ^ 3) by positivity)
      calc _ = -((-1 : ℝ) ^ n * ((1 - 2 * (n : ℝ)) * coeff n)
            * (y ^ n / (2 * √(1 + y) ^ 3))) := by ring
        _ < 0 := neg_lt_zero.2 h
  have h0 : truncE n 0 = 1 := by simp [truncE, Finset.sum_range_succ', coeff]
  have h := anti (Set.mem_Ici.2 le_rfl) (Set.mem_Ici.2 hx.le) hx
  simp only [h0, add_zero, Real.sqrt_one, div_one, mul_one] at h
  have hs : 0 < √(1 + x) := Real.sqrt_pos.2 (by linarith)
  have e : truncE n x / √(1 + x) * √(1 + x) = truncE n x := div_mul_cancel₀ _ hs.ne'
  calc 0 < ((-1 : ℝ) ^ n - (-1 : ℝ) ^ n * (truncE n x / √(1 + x))) * √(1 + x) :=
        mul_pos (sub_pos.2 h) hs
    _ = _ := by linear_combination (-(-1 : ℝ) ^ n) * e

/-- At any nonzero coupling, the energy of order `2 n` lies strictly below the exact upper
level for even `n` and strictly above it for odd `n`. -/
theorem orders_alternate {t E : ℝ} (ht : t ≠ 0) (hE : IsGreatest (levels t) E) (n : ℕ) :
    (Even n → truncE n (t ^ 2) < E) ∧ (Odd n → E < truncE n (t ^ 2)) := by
  have h := error_sign n (show 0 < t ^ 2 by positivity)
  rw [← hE.unique (upper_level t)] at h
  constructor
  · intro hn
    rw [hn.neg_one_pow] at h
    linarith
  · intro hn
    rw [hn.neg_one_pow] at h
    linarith

/-- At any nonzero coupling, the error of each truncated energy is smaller in magnitude than the
first omitted term. -/
theorem error_lt_next_term {t E : ℝ} (ht : t ≠ 0) (hE : IsGreatest (levels t) E) (n : ℕ) :
    |E - truncE n (t ^ 2)| < |coeff (n + 1) * (t ^ 2) ^ (n + 1)| := by
  have hx : 0 < t ^ 2 := by positivity
  have h1 := error_sign n hx
  have h2 := error_sign (n + 1) hx
  rw [← hE.unique (upper_level t)] at h1 h2
  rw [truncE_succ, pow_succ (-1 : ℝ) n] at h2
  rcases neg_one_pow_eq_or ℝ n with h | h
  · rw [h] at h1 h2
    exact lt_of_lt_of_le (abs_lt.2 ⟨by linarith, by linarith⟩) (le_abs_self _)
  · rw [h] at h1 h2
    exact lt_of_lt_of_le (abs_lt.2 ⟨by linarith, by linarith⟩) (neg_le_abs _)

/-- For even `n` and `x > 0`, the energy of order `2 n + 4` lies below that of order `2 n`
exactly when `x` exceeds `2 (n + 2) / (2 n + 1)`. -/
theorem higher_order_lower_iff {n : ℕ} (hn : Even n) {x : ℝ} (hx : 0 < x) :
    truncE (n + 2) x < truncE n x ↔ 2 * ((n : ℝ) + 2) / (2 * (n : ℝ) + 1) < x := by
  have hc : 0 < coeff (n + 1) := by
    have h := coeff_sign n
    rw [hn.neg_one_pow, one_mul, ← coeff_succ] at h
    exact (mul_pos_iff_of_pos_left (by positivity)).1 h
  have hP : 0 < coeff (n + 1) * x ^ (n + 1) := by positivity
  have hN : 0 < 2 * ((n : ℝ) + 2) := by positivity
  -- the two added terms share a positive factor
  have hk : 2 * ((n : ℝ) + 2) * (truncE n x - truncE (n + 2) x)
      = coeff (n + 1) * x ^ (n + 1) * (x * (2 * (n : ℝ) + 1) - 2 * ((n : ℝ) + 2)) := by
    have h := coeff_succ (n + 1)
    push_cast at h
    rw [truncE_succ (n + 1), truncE_succ n]
    linear_combination (-x ^ (n + 2)) * h
  rw [div_lt_iff₀ (by positivity), ← sub_pos, ← mul_pos_iff_of_pos_left hN, hk,
    mul_pos_iff_of_pos_left hP, sub_pos]

/-- The truncated energies of orders two, four and eight, written out in `x = t ^ 2`. -/
theorem low_orders (x : ℝ) :
    truncE 1 x = 1 + x / 2 ∧ truncE 2 x = 1 + x / 2 - x ^ 2 / 8 ∧
    truncE 4 x = 1 + x / 2 - x ^ 2 / 8 + x ^ 3 / 16 - 5 * x ^ 4 / 128 := by
  have c0 : coeff 0 = 1 := rfl
  have c1 : coeff 1 = 1 / 2 := by norm_num [coeff]
  have c2 : coeff 2 = -1 / 8 := by norm_num [coeff]
  have c3 : coeff 3 = 1 / 16 := by norm_num [coeff]
  have c4 : coeff 4 = -5 / 128 := by norm_num [coeff]
  refine ⟨?_, ?_, ?_⟩ <;>
    norm_num [truncE, Finset.sum_range_succ, c0, c1, c2, c3, c4] <;> ring

/-- At any nonzero coupling, the fourth-order energy lies below the exact upper level and the
second-order energy above it; the eighth-order energy lies below the fourth-order one exactly when
`t ^ 2 > 8 / 5`. -/
theorem second_fourth_eighth {t E : ℝ} (ht : t ≠ 0) (hE : IsGreatest (levels t) E) :
    1 + t ^ 2 / 2 - (t ^ 2) ^ 2 / 8 < E ∧ E < 1 + t ^ 2 / 2 ∧
    (1 + t ^ 2 / 2 - (t ^ 2) ^ 2 / 8 + (t ^ 2) ^ 3 / 16 - 5 * (t ^ 2) ^ 4 / 128
      < 1 + t ^ 2 / 2 - (t ^ 2) ^ 2 / 8 ↔ 8 / 5 < t ^ 2) := by
  obtain ⟨e1, e2, e4⟩ := low_orders (t ^ 2)
  rw [← e4, ← e2, ← e1]
  refine ⟨(orders_alternate ht hE 2).1 even_two, (orders_alternate ht hE 1).2 odd_one, ?_⟩
  have h := higher_order_lower_iff even_two (show 0 < t ^ 2 by positivity)
  have h85 : 2 * (((2 : ℕ) : ℝ) + 2) / (2 * ((2 : ℕ) : ℝ) + 1) = 8 / 5 := by norm_num
  rw [h85] at h
  exact h

end

end DKHOrdersNotVariational
```

```lean
#print axioms DKHOrdersNotVariational.orders_alternate
#print axioms DKHOrdersNotVariational.error_lt_next_term
#print axioms DKHOrdersNotVariational.second_fourth_eighth
```

```
'DKHOrdersNotVariational.orders_alternate' depends on axioms: [propext, Classical.choice, Quot.sound]
'DKHOrdersNotVariational.error_lt_next_term' depends on axioms: [propext, Classical.choice, Quot.sound]
'DKHOrdersNotVariational.second_fourth_eighth' depends on axioms: [propext, Classical.choice, Quot.sound]
```

### What the theorems say about the model

`hamiltonian t` is the matrix $H(t)$, and `levels t` is the set of real numbers $E$ for which some nonzero real vector `v` satisfies $Hv=Ev$. Real vectors suffice because the matrix is real and symmetric. The hypothesis `IsGreatest (levels t) E` says that $E$ is an eigenvalue and that no eigenvalue exceeds it, which is how the electronic level enters. `upper_level` shows that $\sqrt{1+t^2}$ is this level. `coeff n` is $c_n$, and `truncE n x` is $T_n(x)$.

- `orders_alternate` states that for $t\neq0$ the energy `truncE n (t ^ 2)` is strictly below $E$ for even $n$ and strictly above it for odd $n$. At $t=0$ all of them coincide with $E$.
- `error_lt_next_term` bounds the error by the first omitted term. Because this holds for every nonzero $t$, it identifies `truncE n` as the Taylor polynomial of the level in $x$.
- `higher_order_lower_iff` gives the threshold for every even $n$ and $x>0$.
- `second_fourth_eighth` states your three claims with the polynomials written out.

The DKH unitary transformations are not constructed in the file; the link to them is that the electronic block here is a single number, so decoupling it order by order in $t$ must reproduce the series of $E$. In a molecular calculation the block is a matrix: its expansion is truncated first, and the result is diagonalised afterwards. The expansion is in the external potential, which also acts within the electronic and the negative-energy block. This model leaves that part out, so the signs found here need not carry over.

For relativistic electronic-structure work, this two-level model with one coupling parameter offers a caution: a lower energy at a higher DKH order is not by itself a sign of improvement. In the model, the fall between energies with even $n$ that shows this occurs only for $t^2>1$, where the series diverges.

### How the proof follows the derivation

`upper_level` has two halves. The first checks the unnormalised eigenvector $(1+s,t)$ component by component. The second takes any eigenvalue and combines the two component equations into $(E^2-1-t^2)v_i=0$ for $i=0,1$. If the bracket were nonzero, both components would vanish, which contradicts `v ≠ 0`. So $E^2=1+t^2$, and `Real.abs_le_sqrt` gives $E\le\sqrt{1+t^2}$.

`coeff_succ` is the recursion without its denominator. `coeff_sign` proves $(-1)^nb_n>0$ by induction, with the positive factor $\frac{2n+1}{2(n+1)}$ at each step.

`truncE_hasDerivAt` is the differential equation solved for $T_n'$. Where the derivation by hand rearranges sums, Lean uses induction on $n$: `truncE_succ` splits off the last term, and the final `linear_combination` inserts the recursion multiplied by $x^n$. `ratio_hasDerivAt` then applies the quotient rule, with the algebra isolated in `key`, where `s` stands for $\sqrt{1+x}$.

`error_sign` carries the main argument. `strictAntiOn_of_deriv_neg` turns the negative derivative at positive $x$ into strict decrease on $[0,\infty)$. Comparing the value at $x$ with the value at zero and multiplying by $\sqrt{1+x}$ gives the signed error.

The first two theorems below follow from it, while `higher_order_lower_iff` rests on `coeff_sign` and the recursion:

- In `orders_alternate`, `hE.unique` replaces $\sqrt{1+t^2}$ by $E$, and the parity of $n$ fixes the sign.
- `error_lt_next_term` uses `error_sign` at $n$ and $n+1$ and treats the two possible values of $(-1)^n$ separately.
- In `higher_order_lower_iff`, `hk` is the factorised difference multiplied by $2(n+2)$. The remaining rewrites remove positive factors until only the condition on $x$ is left.
- `low_orders` evaluates the coefficients up to $c_4$, and `second_fourth_eighth` applies the general theorems at $n=1$ and $n=2$.
